# The second time derivative of a carrier's acceleration in a constant magnetic field, for a symmetric invertible mass tensor

A carrier of charge `q` with a constant, real, symmetric and invertible mass tensor `M` moves in a constant magnetic field `B`, and its velocity `v` obeys M dv/dt = q v × B at all times, with no electric force or damping. The theorem `acceleration_oscillates` states that the acceleration a = dv/dt is then twice differentiable and satisfies a'' = −(q²⟨B, M B⟩/det M) a. This is a harmonic-oscillator equation when the coefficient q²⟨B, M B⟩/det M is positive, but `M` is not assumed positive definite, so the sign is left open. The proof writes the acceleration as −q M⁻¹C v, where C is the matrix of the cross product with `B` from the left, reduces the cube of M⁻¹C to a multiple of M⁻¹C by the Cayley–Hamilton theorem, and differentiates twice.

In Lean, a first try:

```lean
import Mathlib

open Matrix
open Polynomial (X C)

namespace CyclotronMassTensor

noncomputable section

/-- The matrix of the cross product with `b` from the left. -/
def crossMatrix (b : Fin 3 → ℝ) : Matrix (Fin 3) (Fin 3) ℝ :=
  !![0, -b 2, b 1; b 2, 0, -b 0; -b 1, b 0, 0]

/-- The matrix `M⁻¹ C` for an invertible mass tensor `M`, where `C` is the cross-product matrix of
the field vector `b`. -/
def generator (M : Matrix (Fin 3) (Fin 3) ℝ) (b : Fin 3 → ℝ) :
    Matrix (Fin 3) (Fin 3) ℝ :=
  M⁻¹ * crossMatrix b

/-- The cross-product matrix of `b` sends `v` to `b × v`. -/
theorem crossMatrix_mulVec (b v : Fin 3 → ℝ) : crossMatrix b *ᵥ v = b ⨯₃ v := by
  ext i
  fin_cases i <;>
    simp [crossMatrix, cross_apply, Matrix.mulVec, dotProduct, Fin.sum_univ_three] <;> ring

/-- The secular determinant of a symmetric mass tensor in a magnetic field has only a
cubic and a linear term. -/
theorem secular_det (M : Matrix (Fin 3) (Fin 3) ℝ) (hM : M.IsSymm) (b : Fin 3 → ℝ) (x : ℝ) :
    (x • M - crossMatrix b).det = x ^ 3 * M.det + x * (b ⬝ᵥ M *ᵥ b) := by
  have h01 : M 1 0 = M 0 1 := hM.apply 0 1
  have h02 : M 2 0 = M 0 2 := hM.apply 0 2
  have h12 : M 2 1 = M 1 2 := hM.apply 1 2
  rw [Matrix.det_fin_three, Matrix.det_fin_three]
  simp [crossMatrix, Matrix.mulVec, dotProduct, Fin.sum_univ_three, h01, h02, h12]
  ring

/-- For a symmetric invertible mass tensor, `det M` times the characteristic polynomial of
the generator is `X (det M X² + ⟨b, M b⟩)`. -/
theorem det_mul_charpoly (M : Matrix (Fin 3) (Fin 3) ℝ) (hM : M.IsSymm) (hdet : M.det ≠ 0)
    (b : Fin 3 → ℝ) :
    C M.det * (generator M b).charpoly = X * (C M.det * X ^ 2 + C (b ⬝ᵥ M *ᵥ b)) := by
  apply Polynomial.funext
  intro x
  -- factor the mass tensor out of the secular matrix
  have h : M * (Matrix.scalar (Fin 3) x - generator M b) = x • M - crossMatrix b := by
    rw [generator, mul_sub, ← mul_assoc,
      Matrix.mul_nonsing_inv _ (isUnit_iff_ne_zero.mpr hdet), one_mul]
    congr 1
    ext i j
    simp [Matrix.scalar_apply, Matrix.mul_diagonal, mul_comm]
  rw [Polynomial.eval_mul, Polynomial.eval_C, Matrix.eval_charpoly, ← Matrix.det_mul, h,
    secular_det M hM]
  simp only [Polynomial.eval_mul, Polynomial.eval_add, Polynomial.eval_pow,
    Polynomial.eval_X, Polynomial.eval_C]
  ring

/-- For a symmetric invertible mass tensor `M`, if a carrier of charge `q` obeys `M dv/dt = q v × B`
at all times, its acceleration `a` is twice differentiable and satisfies `a'' = -(q² ⟨B, M B⟩ / det
M) a`. -/
theorem acceleration_oscillates (M : Matrix (Fin 3) (Fin 3) ℝ) (hM : M.IsSymm)
    (hdet : M.det ≠ 0) (q : ℝ) (B : Fin 3 → ℝ) (v a : ℝ → Fin 3 → ℝ)
    (hv : ∀ t, HasDerivAt v (a t) t) (newton : ∀ t, M *ᵥ a t = q • (v t ⨯₃ B)) :
    ∃ j : ℝ → Fin 3 → ℝ, (∀ t, HasDerivAt a (j t) t) ∧
      ∀ t, HasDerivAt j (-(q ^ 2 * (B ⬝ᵥ M *ᵥ B) / M.det) • a t) t := by
  -- solve the equation of motion for the acceleration
  have ha : ∀ t, a t = (-q) • (generator M B *ᵥ v t) := by
    intro t
    have h1 : M *ᵥ a t = (-q) • (crossMatrix B *ᵥ v t) := by
      rw [newton t, crossMatrix_mulVec, ← cross_anticomm B (v t)]
      simp
    calc a t = M⁻¹ *ᵥ (M *ᵥ a t) := by
          rw [Matrix.mulVec_mulVec, Matrix.nonsing_inv_mul _ (isUnit_iff_ne_zero.mpr hdet),
            Matrix.one_mulVec]
      _ = (-q) • (generator M B *ᵥ v t) := by
          rw [h1, Matrix.mulVec_smul, Matrix.mulVec_mulVec, generator]
  have hp := det_mul_charpoly M hM hdet B
  generalize generator M B = A at ha hp
  -- Cayley-Hamilton reduces the cube of the generator
  have h0 : M.det • (A * A * A) + (B ⬝ᵥ M *ᵥ B) • A = 0 := by
    have h := congrArg (Polynomial.aeval A) hp
    rw [map_mul, Matrix.aeval_self_charpoly, mul_zero] at h
    simp only [map_mul, map_add, map_pow, Polynomial.aeval_X, Polynomial.aeval_C,
      Algebra.algebraMap_eq_smul_one] at h
    rw [h]
    simp only [mul_add, smul_mul_assoc, one_mul, mul_smul_comm, mul_one, pow_two, mul_assoc]
  have h3 : A * A * A = (-((B ⬝ᵥ M *ᵥ B) / M.det)) • A := by
    calc A * A * A = M.det⁻¹ • (M.det • (A * A * A)) := by
          rw [smul_smul, inv_mul_cancel₀ hdet, one_smul]
      _ = (-((B ⬝ᵥ M *ᵥ B) / M.det)) • A := by
          rw [eq_neg_of_add_eq_zero_left h0]
          module
  have hlin : ∀ f g : ℝ → Fin 3 → ℝ, (∀ t, HasDerivAt f (g t) t) →
      ∀ t, HasDerivAt (fun s => (-q) • (A *ᵥ f s)) ((-q) • (A *ᵥ g t)) t :=
    fun f g h t => ((LinearMap.toContinuousLinearMap
      (Matrix.mulVecLin A)).hasFDerivAt.comp_hasDerivAt t (h t)).const_smul (-q)
  have hj : ∀ t, HasDerivAt a ((-q) • (A *ᵥ a t)) t := by
    intro t
    have h := hlin v a hv t
    rwa [← (funext ha : a = fun s => (-q) • (A *ᵥ v s))] at h
  refine ⟨fun t => (-q) • (A *ᵥ a t), hj, fun t => (hlin a _ hj t).congr_deriv ?_⟩
  have h3v : A *ᵥ (A *ᵥ (A *ᵥ v t)) = (-((B ⬝ᵥ M *ᵥ B) / M.det)) • (A *ᵥ v t) := by
    rw [Matrix.mulVec_mulVec, Matrix.mulVec_mulVec, h3, Matrix.smul_mulVec]
  rw [ha t]
  simp only [Matrix.mulVec_smul, h3v]
  module

end

end CyclotronMassTensor
```

Lean reports:

```
Main.lean:68:58: error: unsolved goals
M : Matrix (Fin 3) (Fin 3) ℝ
hM : M.IsSymm
hdet : M.det ≠ 0
q : ℝ
B : Fin 3 → ℝ
v a : ℝ → Fin 3 → ℝ
hv : ∀ (t : ℝ), HasDerivAt v (a t) t
newton : ∀ (t : ℝ), M *ᵥ a t = q • (crossProduct (v t)) B
t : ℝ
⊢ q • (crossProduct (v t)) B = -(q • (crossProduct B) (v t))
```

Cause. The error is in the step `h1`, which rewrites the equation of motion with `B` on the left of the cross product. After the `rw`, the goal is q • −(B × v) = (−q) • (B × v), and only the signs remain to be moved.

The call to `simp` undoes part of this. `cross_anticomm` says −(B × v) = v × B and is itself a simp lemma, so `simp` turns the left side back into q • (v × B), reversing the rewrite just made. On the right it moves the sign outside the scalar multiple, giving −(q • (B × v)). There the minus sign no longer stands directly before a cross product, so `cross_anticomm` does not apply, and `simp` stops at the unsolved goal in the message.

The repair drops `simp` and adds two rewrites to the `rw`. `smul_neg` turns the left side into −(q • (B × v)), and `neg_smul` does the same to the right. The two sides are then identical, and `rw` closes the goal by reflexivity.

Lean accepts the file once it reads:

```diff
@@ -67,6 +67,5 @@
     intro t
     have h1 : M *ᵥ a t = (-q) • (crossMatrix B *ᵥ v t) := by
-      rw [newton t, crossMatrix_mulVec, ← cross_anticomm B (v t)]
-      simp
+      rw [newton t, crossMatrix_mulVec, ← cross_anticomm B (v t), smul_neg, neg_smul]
     calc a t = M⁻¹ *ᵥ (M *ᵥ a t) := by
           rw [Matrix.mulVec_mulVec, Matrix.nonsing_inv_mul _ (isUnit_iff_ne_zero.mpr hdet),
```
